# A Lorentz permittivity with nonnegative strengths and dampings has no zeros in the upper half plane

Suppose a dielectric function $\varepsilon$ has been fitted by a finite sum of Lorentz oscillators, and the real part of $1/\varepsilon$ is to be recovered from the loss function $-\mathrm{Im}(1/\varepsilon)$ by a Kramers–Kronig integral. The contour behind that integral is closed in the upper half of the complex frequency plane, so $1/\varepsilon$ must have no poles there, which means that $\varepsilon$ must have no zeros there. If every oscillator strength and every damping constant in the fit is nonnegative, this condition holds automatically.

The function in question is

$$\varepsilon(z) = 1 + \sum_j \frac{f_j}{w_j^2 - z^2 - i g_j z},$$

where $z$ is the complex frequency and oscillator $j$ has strength $f_j$, real frequency $w_j$ and damping $g_j$. For a dielectric function computed from first principles, the result applies directly only if the computed function has this form with these signs; otherwise it applies to a finite fit that has them, and not to the computed function itself.

## The model

```lean
import Mathlib

open ComplexConjugate

namespace LorentzCausality

noncomputable section
```

Some notation helps with what follows. `ℝ` and `ℂ` are the real and complex numbers, `conj` is complex conjugation, `z.im` is $\mathrm{Im}\,z$, and `Complex.normSq z` is $|z|^2$. A `def` introduces a function. A `theorem` has a name, then its data and hypotheses in brackets, then a colon and the claim. The proof comes after `:=`.

```lean
/-- The denominator `w² - z² - i g z` of a damped oscillator with frequency `w` and
damping `g`, at complex frequency `z`. -/
def oscDen (w g : ℝ) (z : ℂ) : ℂ :=
  (w : ℂ) ^ 2 - z ^ 2 - Complex.I * (g : ℂ) * z
```

This is the denominator of one oscillator,

$$D(z) = w^2 - z^2 - i g z .$$

The sign of the last term belongs to the time dependence $e^{-izt}$. With that convention a frequency with $\mathrm{Im}\,z > 0$ describes a field that grows in time, and $g \ge 0$ describes friction, which takes energy out of the oscillator. The notation `(w : ℂ)` means the real number $w$ regarded as a complex one.

```lean
/-- The Lorentz permittivity `1 + ∑ f_j / (w_j² - z² - i g_j z)` of finitely many
oscillators, meant for those `z` at which no denominator vanishes. -/
def permittivity {ι : Type*} [Fintype ι] (f w g : ι → ℝ) (z : ℂ) : ℂ :=
  1 + ∑ j, (f j : ℂ) / oscDen (w j) (g j) z
```

This is $\varepsilon(z) = 1 + \sum_j f_j/D_j(z)$, where $D_j$ is the denominator with $w_j$ and $g_j$. The labels $j$ run over a finite set `ι`, and `f`, `w` and `g` are functions that assign a real number to each label. The strengths have the dimension of a squared frequency. The constant 1 is the vacuum response; a fit with a positive background constant $\varepsilon_\infty$ takes this form after division by $\varepsilon_\infty$. The permittivity is a scalar and depends on frequency alone, so anisotropy and dependence on wave vector are left out.

Lean assigns the value 0 to a division by zero, so the formula has its physical meaning only where no denominator vanishes. That is one reason to prove first that the denominators are nonzero.

## One oscillator above the real axis

```lean
/-- The imaginary part of `z` times the conjugate denominator is
`Im z (w² + |z|²) + g |z|²`. -/
theorem im_mul_conj_oscDen (w g : ℝ) (z : ℂ) :
    (z * conj (oscDen w g z)).im
      = z.im * (w ^ 2 + Complex.normSq z) + g * Complex.normSq z := by
  simp [oscDen, pow_two, Complex.normSq_apply]
  ring
```

The whole argument rests on this identity. Conjugating the denominator gives $\overline{D} = w^2 - \bar z^2 + i g \bar z$. Multiplying by $z$ and using $z\bar z = |z|^2$, we get

$$z\overline{D} = w^2 z - |z|^2 \bar z + i g |z|^2 .$$

Since $\mathrm{Im}\,\bar z = -\mathrm{Im}\,z$, the imaginary part is

$$\mathrm{Im}(z\overline{D}) = \mathrm{Im}\,z\,(w^2 + |z|^2) + g|z|^2 .$$

No sign condition is needed here. In the proof, `simp` writes both sides in terms of the real and imaginary parts of $z$, and `ring` checks the polynomial identity that remains.

```lean
/-- For nonnegative damping and `Im z > 0`, the imaginary part of `z` times the conjugate
denominator is positive. -/
theorem im_mul_conj_oscDen_pos (w : ℝ) {g : ℝ} (hg : 0 ≤ g) {z : ℂ} (hz : 0 < z.im) :
    0 < (z * conj (oscDen w g z)).im := by
  have hz0 : z ≠ 0 := by
    intro h
    simp [h] at hz
  have hn : 0 < Complex.normSq z := Complex.normSq_pos.2 hz0
  rw [im_mul_conj_oscDen]
  positivity
```

Now let $g \ge 0$ and $\mathrm{Im}\,z > 0$. These are the hypotheses `hg` and `hz`. Then $z \neq 0$, so $|z|^2 > 0$. The first term of the identity is a product of two positive numbers and the second is nonnegative, hence $\mathrm{Im}(z\overline{D}) > 0$. The proof establishes $|z|^2 > 0$, rewrites the goal with the identity, and leaves the signs to the tactic `positivity`. The frequency $w$ may be zero, which is the Drude term of a metal, and $g$ may be zero as well.

```lean
/-- The denominator of an oscillator with nonnegative damping has no zero in the open
upper half plane. -/
theorem oscDen_ne_zero (w : ℝ) {g : ℝ} (hg : 0 ≤ g) {z : ℂ} (hz : 0 < z.im) :
    oscDen w g z ≠ 0 := by
  intro h
  have h0 := im_mul_conj_oscDen_pos w hg hz
  rw [h] at h0
  simp at h0
```

If $D(z)$ were zero, then $z\overline{D}$ would be zero too, and its imaginary part could not be positive. So $D(z) \neq 0$ everywhere in the open upper half plane. The proof assumes `h`, that the denominator vanishes, puts this into the inequality just proved, and arrives at $0 < 0$.

## The sum over oscillators

```lean
/-- For nonnegative strengths and dampings and `Im z > 0`, the permittivity satisfies
`Im (z ε(z)) ≥ Im z`. -/
theorem im_le_im_mul_permittivity {ι : Type*} [Fintype ι] {f g : ι → ℝ} (w : ι → ℝ)
    (hf : ∀ j, 0 ≤ f j) (hg : ∀ j, 0 ≤ g j) {z : ℂ} (hz : 0 < z.im) :
    z.im ≤ (z * permittivity f w g z).im := by
  -- each oscillator contributes a nonnegative imaginary part
  have hterm : ∀ j, 0 ≤ (z * ((f j : ℂ) / oscDen (w j) (g j) z)).im := by
    intro j
    have e : z * ((f j : ℂ) / oscDen (w j) (g j) z)
        = ((f j * (Complex.normSq (oscDen (w j) (g j) z))⁻¹ : ℝ) : ℂ)
          * (z * conj (oscDen (w j) (g j) z)) := by
      rw [div_eq_mul_inv, Complex.inv_def, Complex.ofReal_mul]
      ring
    rw [e, Complex.im_ofReal_mul]
    exact mul_nonneg (mul_nonneg (hf j) (inv_nonneg.2 (Complex.normSq_nonneg _)))
      (im_mul_conj_oscDen_pos (w j) (hg j) hz).le
  have hsum : 0 ≤ ∑ j, (z * ((f j : ℂ) / oscDen (w j) (g j) z)).im :=
    Finset.sum_nonneg fun j _ => hterm j
  rw [permittivity, mul_add, mul_one, Finset.mul_sum, Complex.add_im, Complex.im_sum]
  linarith
```

The hypotheses `hf` and `hg` say that $f_j \ge 0$ and $g_j \ge 0$ for every $j$. Nonnegative strengths are what one expects of a system that absorbs from its ground state; a negative strength stands for gain, or for a fit that was left unconstrained.

For each oscillator, $1/D_j = \overline{D_j}/|D_j|^2$, so

$$z\,\frac{f_j}{D_j} = \frac{f_j}{|D_j|^2}\; z\overline{D_j} .$$

The prefactor is real and nonnegative, and $\mathrm{Im}(z\overline{D_j})$ is positive. Each oscillator therefore contributes a nonnegative amount to $\mathrm{Im}(z\varepsilon)$. The constant 1 contributes $\mathrm{Im}\,z$, and adding everything up gives

$$\mathrm{Im}\big(z\,\varepsilon(z)\big) \ge \mathrm{Im}\,z .$$

If there are no oscillators at all, $\varepsilon = 1$ and equality holds.

In the code, `hterm` is the statement about a single oscillator. Inside it, `e` is the displayed formula for $z f_j/D_j$, and `Complex.im_ofReal_mul` takes the real prefactor out of the imaginary part. Then `hsum` adds the contributions, the last `rw` splits $z\varepsilon$ into $z$ and the sum, and `linarith` finishes by linear arithmetic.

```lean
/-- For nonnegative strengths and dampings, at every `z` with `Im z > 0` all denominators
are nonzero, `Im (z ε(z)) ≥ Im z`, and the permittivity does not vanish. -/
theorem permittivity_upper_half_plane {ι : Type*} [Fintype ι] {f g : ι → ℝ} (w : ι → ℝ)
    (hf : ∀ j, 0 ≤ f j) (hg : ∀ j, 0 ≤ g j) {z : ℂ} (hz : 0 < z.im) :
    (∀ j, oscDen (w j) (g j) z ≠ 0) ∧ z.im ≤ (z * permittivity f w g z).im ∧
      permittivity f w g z ≠ 0 := by
  have h := im_le_im_mul_permittivity w hf hg hz
  refine ⟨fun j => oscDen_ne_zero (w j) (hg j) hz, h, fun h0 => ?_⟩
  rw [h0, mul_zero, Complex.zero_im] at h
  linarith
```

This is the main theorem, and its claim has three parts joined by `∧`, which means "and". At every $z$ with $\mathrm{Im}\,z > 0$, all denominators are nonzero, $\mathrm{Im}(z\varepsilon(z)) \ge \mathrm{Im}\,z$, and $\varepsilon(z) \neq 0$.

The first two parts are already available. For the third, suppose $\varepsilon(z) = 0$. Then the inequality reads $0 \ge \mathrm{Im}\,z$, which contradicts $\mathrm{Im}\,z > 0$. The line with `refine` supplies the first two parts and opens the third under the assumption `h0` that the permittivity vanishes; the last two lines derive the contradiction.

Physically, a zero at such a $z$ would be a longitudinal field that grows exponentially with no external charge to drive it. The theorem excludes this for the passive oscillators of the model.

## A lower bound and analyticity

```lean
/-- For nonnegative strengths and dampings and `Im z > 0`, the modulus of the permittivity
is at least `Im z / |z|`. -/
theorem norm_permittivity_ge {ι : Type*} [Fintype ι] {f g : ι → ℝ} (w : ι → ℝ)
    (hf : ∀ j, 0 ≤ f j) (hg : ∀ j, 0 ≤ g j) {z : ℂ} (hz : 0 < z.im) :
    z.im / ‖z‖ ≤ ‖permittivity f w g z‖ := by
  have hn : 0 < ‖z‖ := hz.trans_le ((le_abs_self _).trans (Complex.abs_im_le_norm z))
  rw [div_le_iff₀ hn]
  calc z.im ≤ (z * permittivity f w g z).im := im_le_im_mul_permittivity w hf hg hz
    _ ≤ ‖z * permittivity f w g z‖ := (le_abs_self _).trans (Complex.abs_im_le_norm _)
    _ = ‖permittivity f w g z‖ * ‖z‖ := by rw [norm_mul, mul_comm]
```

The inequality also says how far $\varepsilon$ stays from zero. The modulus of a complex number is at least its imaginary part, so

$$|z|\,|\varepsilon(z)| = |z\,\varepsilon(z)| \ge \mathrm{Im}\big(z\,\varepsilon(z)\big) \ge \mathrm{Im}\,z ,$$

and dividing by $|z| > 0$ gives $|\varepsilon(z)| \ge \mathrm{Im}\,z/|z|$. The `calc` block is this chain, read from right to left.

On the positive imaginary axis the bound is $|\varepsilon| \ge 1$. Towards a nonzero real frequency it tends to zero, as it must: a single undamped oscillator with $f > 0$ has $\varepsilon = 0$ at the real frequencies $z = \pm\sqrt{w^2 + f}$.

```lean
/-- For nonnegative strengths and dampings, both the permittivity and its inverse are
holomorphic in the open upper half plane. -/
theorem permittivity_and_inverse_holomorphic {ι : Type*} [Fintype ι] {f g : ι → ℝ}
    (w : ι → ℝ) (hf : ∀ j, 0 ≤ f j) (hg : ∀ j, 0 ≤ g j) :
    DifferentiableOn ℂ (permittivity f w g) {z | 0 < z.im} ∧
      DifferentiableOn ℂ (fun z => (permittivity f w g z)⁻¹) {z | 0 < z.im} := by
  have hterm : ∀ j, DifferentiableOn ℂ
      (fun z => (f j : ℂ) / oscDen (w j) (g j) z) {z | 0 < z.im} := by
    intro j
    have hd : Differentiable ℂ
        (fun z : ℂ => (w j : ℂ) ^ 2 - z ^ 2 - Complex.I * (g j : ℂ) * z) := by fun_prop
    have hd' : DifferentiableOn ℂ (oscDen (w j) (g j)) {z | 0 < z.im} :=
      hd.differentiableOn
    have hc : DifferentiableOn ℂ (fun _ : ℂ => (f j : ℂ)) {z | 0 < z.im} :=
      differentiableOn_const _
    exact hc.div hd' fun z hz => oscDen_ne_zero (w j) (hg j) hz
  have hsum : DifferentiableOn ℂ
      (fun z => ∑ j, (f j : ℂ) / oscDen (w j) (g j) z) {z | 0 < z.im} :=
    DifferentiableOn.fun_sum fun j _ => hterm j
  have heps : DifferentiableOn ℂ (permittivity f w g) {z | 0 < z.im} :=
    hsum.const_add 1
  exact ⟨heps, heps.inv fun z hz => (permittivity_upper_half_plane w hf hg hz).2.2⟩
```

`DifferentiableOn ℂ` means complex differentiable at the points of the given set, here `{z | 0 < z.im}`. As this set is open, the theorem says that $\varepsilon$ and $1/\varepsilon$ are both holomorphic in the upper half plane.

By hand, each $D_j$ is a polynomial in $z$ without zeros there, so each $f_j/D_j$ is holomorphic by the quotient rule, and so is their finite sum plus 1. Since $\varepsilon$ has no zeros either, $1/\varepsilon$ is holomorphic too. In the code, `fun_prop` handles the polynomial, `hc.div` is the quotient rule and asks for the nonvanishing denominator, and `heps.inv` asks for $\varepsilon \neq 0$, which is the third part of the main theorem.

This supplies the analyticity that the Kramers–Kronig integral for $1/\varepsilon$ requires. The integral also needs $1/\varepsilon - 1$ to decay at large $|z|$ and to behave suitably on the real axis, and these points have to be examined separately.

The same argument covers $\varepsilon + c$ for any real $c \ge 0$, although the file does not include that case: $\mathrm{Im}\big(z(\varepsilon + c)\big) \ge (1 + c)\,\mathrm{Im}\,z > 0$. With $c = 2$ this is the denominator of the quasistatic polarizability of a small sphere in vacuum, which is proportional to $(\varepsilon - 1)/(\varepsilon + 2)$ and so has no poles in the upper half plane.

## One oscillator with a strength of either sign

```lean
/-- For a single oscillator with nonnegative damping and real strength `f` of either sign,
the permittivity has a zero in the open upper half plane exactly when `f < -w²`. -/
theorem single_oscillator_zero_iff (f w : ℝ) {g : ℝ} (hg : 0 ≤ g) :
    (∃ z : ℂ, 0 < z.im ∧
      permittivity (fun _ : Unit => f) (fun _ => w) (fun _ => g) z = 0) ↔ f < -w ^ 2 := by
  have hE : ∀ z, permittivity (fun _ : Unit => f) (fun _ => w) (fun _ => g) z
      = 1 + (f : ℂ) / oscDen w g z := fun z => by simp [permittivity]
  constructor
  · rintro ⟨z, hz, h⟩
    by_contra hlt
    have hn : 0 ≤ w ^ 2 + f := by linarith [not_lt.1 hlt]
    have hD := oscDen_ne_zero w hg hz
    rw [hE] at h
    have hzero : oscDen w g z + f = 0 := by
      have e : oscDen w g z * (1 + (f : ℂ) / oscDen w g z) = oscDen w g z + f := by
        rw [mul_add, mul_one, mul_div_cancel₀ _ hD]
      rw [← e, h, mul_zero]
    -- the numerator is the denominator of an oscillator with shifted frequency
    have hs : ((Real.sqrt (w ^ 2 + f) : ℝ) : ℂ) ^ 2 = (w : ℂ) ^ 2 + f := by
      exact_mod_cast congrArg Complex.ofReal (Real.sq_sqrt hn)
    apply oscDen_ne_zero (Real.sqrt (w ^ 2 + f)) hg hz
    unfold oscDen at hzero ⊢
    linear_combination hzero + hs
  · intro hf
    -- the zero lies on the imaginary axis
    have hy : ∃ y : ℝ, 0 < y ∧ w ^ 2 + y ^ 2 + g * y = -f := by
      have hs := Real.sq_sqrt (show 0 ≤ g ^ 2 - 4 * (w ^ 2 + f) by nlinarith [sq_nonneg g])
      have hl : g < Real.sqrt (g ^ 2 - 4 * (w ^ 2 + f)) :=
        (Real.lt_sqrt hg).2 (by linarith)
      exact ⟨(Real.sqrt (g ^ 2 - 4 * (w ^ 2 + f)) - g) / 2, by linarith,
        by linear_combination hs / 4⟩
    obtain ⟨y, hy0, hy1⟩ := hy
    have hf0 : (f : ℂ) ≠ 0 :=
      Complex.ofReal_ne_zero.2 (by nlinarith [sq_nonneg w] : f < 0).ne
    have hD : oscDen w g ((y : ℂ) * Complex.I) = ((w ^ 2 + y ^ 2 + g * y : ℝ) : ℂ) := by
      unfold oscDen
      push_cast
      linear_combination (-(y : ℂ) ^ 2 - (g : ℂ) * y) * Complex.I_sq
    refine ⟨(y : ℂ) * Complex.I, by simpa using hy0, ?_⟩
    rw [hE, hD, hy1, Complex.ofReal_neg, div_neg, div_self hf0]
    norm_num

end

end LorentzCausality
```

Here there is one oscillator (`Unit` is a set with one element), its damping is nonnegative, and its strength $f$ may have either sign. The claim is an equivalence, written `↔`: a zero of $\varepsilon$ with $\mathrm{Im}\,z > 0$ exists exactly when $f < -w^2$. When the model has only this one oscillator, a negative strength with $-w^2 \le f < 0$ is thus still harmless in this respect. This does not carry over to one negative strength among several oscillators: without damping, $w_1^2 = 4$, $f_1 = -1$, $w_2^2 = 2$, $f_2 = 1$ (in arbitrary units) give $\varepsilon = 0$ at $z^2 = 3 + i$, which has a root in the upper half plane.

**From a zero to the inequality.** Suppose $\varepsilon(z) = 1 + f/D(z) = 0$ with $\mathrm{Im}\,z > 0$, but $w^2 + f \ge 0$. Multiplying by $D(z) \neq 0$ gives

$$0 = D(z) + f = (w^2 + f) - z^2 - i g z .$$

The right-hand side is again an oscillator denominator, with frequency $\sqrt{w^2 + f}$ and the same damping, and such a denominator has no zero in the upper half plane. This is a contradiction. In the code, `hzero` is the equation $D + f = 0$ and `hs` says that the square of the root is $w^2 + f$. The tactic `linear_combination` then checks that adding the two equations gives the vanishing of the shifted denominator.

**From the inequality to a zero.** Let $f < -w^2$ and try $z = iy$ with $y > 0$. Then $D(iy) = w^2 + y^2 + g y$, and $\varepsilon(iy) = 0$ requires this to equal $-f$, that is,

$$y^2 + g y + (w^2 + f) = 0 .$$

One root is

$$y = \tfrac12\Big(\sqrt{g^2 - 4(w^2 + f)} - g\Big) .$$

Because $w^2 + f < 0$, the square root exceeds $g$, so $y > 0$. Also $f < 0$, so $D(iy) = -f$ is nonzero and $\varepsilon(iy) = 1 + f/(-f) = 0$. The code follows the same order: `hy` provides the root, `hf0` says that $f \neq 0$, `hD` evaluates the denominator at $iy$, and the last lines insert these into $\varepsilon$.

At this zero the time factor $e^{-izt}$ equals $e^{yt}$, so the field grows without oscillating.

```lean
#print axioms LorentzCausality.permittivity_upper_half_plane
#print axioms LorentzCausality.norm_permittivity_ge
#print axioms LorentzCausality.permittivity_and_inverse_holomorphic
#print axioms LorentzCausality.single_oscillator_zero_iff
```

```
'LorentzCausality.permittivity_upper_half_plane' depends on axioms: [propext, Classical.choice, Quot.sound]
'LorentzCausality.norm_permittivity_ge' depends on axioms: [propext, Classical.choice, Quot.sound]
'LorentzCausality.permittivity_and_inverse_holomorphic' depends on axioms: [propext, Classical.choice, Quot.sound]
'LorentzCausality.single_oscillator_zero_iff' depends on axioms: [propext, Classical.choice, Quot.sound]
```
